# Potential inversion and subadditivity of the von Weizsäcker energy on a finite lattice with nonpositive hopping

For a density $n$ on finitely many sites and a real symmetric matrix $T$ with nonpositive off-diagonal entries, the von Weizsäcker energy is $T_W(n)=\langle\sqrt n,T\sqrt n\rangle$, and a potential $v$ belongs to $n$ if $(T+\mathrm{diag}\,v)\sqrt n=\mu\sqrt n$ for some orbital energy $\mu$. The problem is to recover $v$ from a given positive density, to find the kinetic part of the potential that one fragment feels from another, and to compare the energy of the joined fragments with the sum of their separate energies.

In Lean 4 with Mathlib:

```lean
import Mathlib

open Matrix

namespace WeizsackerEmbedding

noncomputable section

variable {ι : Type*} [Fintype ι]

/-- The orbital `√n` belonging to a site density `n`. -/
def orbital (n : ι → ℝ) : ι → ℝ := fun i => √(n i)

/-- The lattice von Weizsäcker kinetic energy `⟨√n, T √n⟩`. -/
def weizsacker (T : Matrix ι ι ℝ) (n : ι → ℝ) : ℝ :=
  orbital n ⬝ᵥ T *ᵥ orbital n

/-- The kinetic potential `(T √n)ᵢ / √nᵢ`, for densities positive on every site. -/
def kineticPotential (T : Matrix ι ι ℝ) (n : ι → ℝ) (i : ι) : ℝ :=
  (T *ᵥ orbital n) i / orbital n i

/-- The nonadditive kinetic energy of two fragment densities. -/
def nonadditive (T : Matrix ι ι ℝ) (nA nB : ι → ℝ) : ℝ :=
  weizsacker T (nA + nB) - weizsacker T nA - weizsacker T nB

/-- The kinetic energy as a double sum over pairs of sites. -/
theorem weizsacker_eq_sum (T : Matrix ι ι ℝ) (n : ι → ℝ) :
    weizsacker T n = ∑ i, ∑ j, √(n i) * (T i j * √(n j)) := by
  simp only [weizsacker, orbital, dotProduct, Matrix.mulVec, Finset.mul_sum]

/-- For symmetric `T`, the kinetic potential is the gradient of the kinetic energy: it gives
the rate of change along every differentiable path of densities, at a positive density. -/
theorem weizsacker_hasDerivAt {T : Matrix ι ι ℝ} (hT : T.IsSymm) {ρ : ℝ → ι → ℝ}
    {h : ι → ℝ} {t₀ : ℝ} (hpos : ∀ i, 0 < ρ t₀ i)
    (hρ : ∀ i, HasDerivAt (fun t => ρ t i) (h i) t₀) :
    HasDerivAt (fun t => weizsacker T (ρ t))
      (∑ i, kineticPotential T (ρ t₀) i * h i) t₀ := by
  have hs : ∀ i, HasDerivAt (fun t => √(ρ t i)) (h i / (2 * √(ρ t₀ i))) t₀ :=
    fun i => (hρ i).sqrt (hpos i).ne'
  simp only [weizsacker_eq_sum]
  refine (HasDerivAt.fun_sum fun i _ => HasDerivAt.fun_sum fun j _ =>
    (hs i).fun_mul ((hs j).const_mul (T i j))).congr_deriv ?_
  -- by symmetry of `T`, varying the left and the right orbital gives the same
  have swap : ∑ i, ∑ j, √(ρ t₀ i) * (T i j * (h j / (2 * √(ρ t₀ j))))
      = ∑ i, ∑ j, h i / (2 * √(ρ t₀ i)) * (T i j * √(ρ t₀ j)) := by
    rw [Finset.sum_comm]
    refine Finset.sum_congr rfl fun i _ => Finset.sum_congr rfl fun j _ => ?_
    rw [hT.apply i j]
    ring
  simp only [Finset.sum_add_distrib]
  rw [swap, ← Finset.sum_add_distrib]
  refine Finset.sum_congr rfl fun i _ => ?_
  rw [← Finset.mul_sum]
  simp only [kineticPotential, orbital, Matrix.mulVec, dotProduct]
  ring

/-- Potential reconstruction: for a positive density, `√n` solves the Kohn-Sham equation with
potential `v` and orbital energy `μ` exactly when `v` is `μ` minus the kinetic potential. -/
theorem kohnSham_iff [DecidableEq ι] (T : Matrix ι ι ℝ) {n : ι → ℝ} (hn : ∀ i, 0 < n i)
    (v : ι → ℝ) (μ : ℝ) :
    (T + diagonal v) *ᵥ orbital n = μ • orbital n ↔
      ∀ i, v i = μ - kineticPotential T n i := by
  rw [funext_iff]
  refine forall_congr' fun i => ?_
  have hp : 0 < orbital n i := Real.sqrt_pos.2 (hn i)
  rw [Matrix.add_mulVec, Pi.add_apply, Matrix.mulVec_diagonal, Pi.smul_apply, smul_eq_mul,
    kineticPotential]
  constructor
  · intro h
    have h' : (T *ᵥ orbital n) i / orbital n i = μ - v i := by
      rw [div_eq_iff hp.ne']
      linear_combination h
    linarith
  · intro h
    rw [h, sub_mul, div_mul_cancel₀ _ hp.ne']
    ring

/-- For symmetric `T` with nonpositive off-diagonal entries, a Kohn-Sham orbital `√n` of a
positive density is a ground state: no trial vector has a Rayleigh quotient below `μ`. -/
theorem orbital_ground_state [DecidableEq ι] {T : Matrix ι ι ℝ} (hT : T.IsSymm)
    (hoff : ∀ i j, i ≠ j → T i j ≤ 0) {n v : ι → ℝ} {μ : ℝ} (hn : ∀ i, 0 < n i)
    (hv : (T + diagonal v) *ᵥ orbital n = μ • orbital n) (x : ι → ℝ) :
    μ * (x ⬝ᵥ x) ≤ x ⬝ᵥ (T + diagonal v) *ᵥ x := by
  have hv' := (kohnSham_iff T hn v μ).1 hv
  obtain ⟨F, hF⟩ : ∃ F : ι → ι → ℝ, ∀ i j,
      F i j = T i j * (x i * x j - x i ^ 2 * √(n j) / √(n i)) := ⟨_, fun _ _ => rfl⟩
  have hsum : x ⬝ᵥ (T + diagonal v) *ᵥ x - μ * (x ⬝ᵥ x) = ∑ i, ∑ j, F i j := by
    simp only [dotProduct, Matrix.add_mulVec, Pi.add_apply, Matrix.mulVec_diagonal]
    rw [Finset.mul_sum, ← Finset.sum_sub_distrib]
    refine Finset.sum_congr rfl fun i _ => ?_
    have hrow : ∑ j, F i j = x i * ∑ j, T i j * x j
        - x i ^ 2 / √(n i) * ∑ j, T i j * √(n j) := by
      rw [Finset.mul_sum, Finset.mul_sum, ← Finset.sum_sub_distrib]
      refine Finset.sum_congr rfl fun j _ => ?_
      rw [hF]
      ring
    rw [hrow, hv' i]
    simp only [kineticPotential, orbital, Matrix.mulVec, dotProduct]
    ring
  -- each pair of sites contributes a square with nonnegative weight
  have hpair : ∀ i j, 0 ≤ F i j + F j i := by
    intro i j
    have hp : 0 < √(n i) := Real.sqrt_pos.2 (hn i)
    have hq : 0 < √(n j) := Real.sqrt_pos.2 (hn j)
    have e : F i j + F j i
        = -T i j * (√(n i) * √(n j) * (x i / √(n i) - x j / √(n j)) ^ 2) := by
      rw [hF, hF, hT.apply i j]
      field_simp
      ring
    rw [e]
    by_cases hij : i = j
    · subst hij
      simp
    · exact mul_nonneg (neg_nonneg.2 (hoff i j hij)) (by positivity)
  have hswap : ∑ i, ∑ j, F i j = ∑ i, ∑ j, F j i := Finset.sum_comm
  have htot : 0 ≤ ∑ i, ∑ j, (F i j + F j i) :=
    Finset.sum_nonneg fun i _ => Finset.sum_nonneg fun j _ => hpair i j
  simp only [Finset.sum_add_distrib] at htot
  linarith

/-- Embedding potential: let `vA` and `v` be Kohn-Sham potentials of a positive fragment
density `nA` and of the total `nA + nB`, with `nB` nonnegative. For symmetric `T`, the
derivative of the nonadditive kinetic energy in `nA` is `(vA - μA) - (v - μ)`. -/
theorem embedding_potential [DecidableEq ι] {T : Matrix ι ι ℝ} (hT : T.IsSymm)
    {ρ : ℝ → ι → ℝ} {nB h vA v : ι → ℝ} {t₀ μA μ : ℝ}
    (hA : ∀ i, 0 < ρ t₀ i) (hB : ∀ i, 0 ≤ nB i)
    (hρ : ∀ i, HasDerivAt (fun t => ρ t i) (h i) t₀)
    (hvA : (T + diagonal vA) *ᵥ orbital (ρ t₀) = μA • orbital (ρ t₀))
    (hv : (T + diagonal v) *ᵥ orbital (ρ t₀ + nB) = μ • orbital (ρ t₀ + nB)) :
    HasDerivAt (fun t => nonadditive T (ρ t) nB)
      (∑ i, ((vA i - μA) - (v i - μ)) * h i) t₀ := by
  have hAB : ∀ i, 0 < (ρ t₀ + nB) i := fun i => add_pos_of_pos_of_nonneg (hA i) (hB i)
  have h1 : HasDerivAt (fun t => weizsacker T (ρ t + nB))
      (∑ i, kineticPotential T (ρ t₀ + nB) i * h i) t₀ :=
    weizsacker_hasDerivAt (ρ := fun t => ρ t + nB) hT hAB
      (fun i => (hρ i).add_const (nB i))
  have h2 := weizsacker_hasDerivAt hT hA hρ
  simp only [nonadditive]
  refine ((h1.fun_sub h2).sub_const (weizsacker T nB)).congr_deriv ?_
  rw [← Finset.sum_sub_distrib]
  refine Finset.sum_congr rfl fun i _ => ?_
  -- insert the two reconstructed potentials
  rw [(kohnSham_iff T hA vA μA).1 hvA i, (kohnSham_iff T hAB v μ).1 hv i]
  ring

/-- For nonnegative densities on two sites, the fragment orbital products add up to at most
the product of the total orbitals, with equality exactly when `a d = b c`. -/
theorem orbital_overlap {a b c d : ℝ} (ha : 0 ≤ a) (hb : 0 ≤ b) (hc : 0 ≤ c) (hd : 0 ≤ d) :
    √a * √c + √b * √d ≤ √(a + b) * √(c + d) ∧
      (√a * √c + √b * √d = √(a + b) * √(c + d) ↔ a * d = b * c) := by
  have key : ∀ X Y : ℝ, 0 ≤ Y → X ^ 2 ≤ Y ^ 2 → X ≤ Y := by
    intro X Y hY h
    by_contra hlt
    nlinarith [not_le.1 hlt]
  have hsq : (√(a + b) * √(c + d)) ^ 2
      = (√a * √c + √b * √d) ^ 2 + (√a * √d - √b * √c) ^ 2 := by
    have h1 : a + b = √a ^ 2 + √b ^ 2 := by rw [Real.sq_sqrt ha, Real.sq_sqrt hb]
    have h2 : c + d = √c ^ 2 + √d ^ 2 := by rw [Real.sq_sqrt hc, Real.sq_sqrt hd]
    rw [mul_pow, Real.sq_sqrt (add_nonneg ha hb), Real.sq_sqrt (add_nonneg hc hd)]
    linear_combination (c + d) * h1 + (√a ^ 2 + √b ^ 2) * h2
  have hle : √a * √c + √b * √d ≤ √(a + b) * √(c + d) :=
    key _ _ (by positivity) (by rw [hsq]; linarith [sq_nonneg (√a * √d - √b * √c)])
  refine ⟨hle, fun h => ?_, fun h => le_antisymm hle (key _ _ (by positivity) ?_)⟩
  · rw [h] at hsq
    have h0 : (√a * √d - √b * √c) ^ 2 = 0 := by linarith
    have h1 : √a * √d = √b * √c := sub_eq_zero.1 (pow_eq_zero_iff two_ne_zero |>.1 h0)
    rw [← Real.sqrt_mul ha, ← Real.sqrt_mul hb] at h1
    exact (Real.sqrt_inj (mul_nonneg ha hd) (mul_nonneg hb hc)).1 h1
  · have h1 : √a * √d = √b * √c := by
      rw [← Real.sqrt_mul ha, ← Real.sqrt_mul hb, h]
    rw [hsq, h1]
    simp

/-- Subadditivity: if the off-diagonal entries of `T` are nonpositive, joining two nonnegative
densities never raises the kinetic energy above the sum. Equality holds exactly when
`nAᵢ nBⱼ = nBᵢ nAⱼ` for all sites coupled by `T`. -/
theorem weizsacker_subadditive {T : Matrix ι ι ℝ} (hoff : ∀ i j, i ≠ j → T i j ≤ 0)
    {nA nB : ι → ℝ} (hA : ∀ i, 0 ≤ nA i) (hB : ∀ i, 0 ≤ nB i) :
    weizsacker T (nA + nB) ≤ weizsacker T nA + weizsacker T nB ∧
      (weizsacker T (nA + nB) = weizsacker T nA + weizsacker T nB ↔
        ∀ i j, T i j ≠ 0 → nA i * nB j = nB i * nA j) := by
  obtain ⟨D, hD⟩ : ∃ D : ι → ι → ℝ, ∀ i j, D i j = T i j * (√(nA i) * √(nA j)
      + √(nB i) * √(nB j) - √(nA i + nB i) * √(nA j + nB j)) := ⟨_, fun _ _ => rfl⟩
  have gap : weizsacker T nA + weizsacker T nB - weizsacker T (nA + nB)
      = ∑ i, ∑ j, D i j := by
    simp only [weizsacker_eq_sum, ← Finset.sum_add_distrib, ← Finset.sum_sub_distrib,
      Pi.add_apply]
    refine Finset.sum_congr rfl fun i _ => Finset.sum_congr rfl fun j _ => ?_
    rw [hD]
    ring
  have ov := fun i j => orbital_overlap (hA i) (hB i) (hA j) (hB j)
  -- the gap is a sum of nonnegative bond terms
  have hnn : ∀ i j, 0 ≤ D i j := by
    intro i j
    rw [hD]
    by_cases hij : i = j
    · subst hij
      rw [(ov i i).2.2 (mul_comm _ _), sub_self, mul_zero]
    · exact mul_nonneg_of_nonpos_of_nonpos (hoff i j hij) (sub_nonpos.2 (ov i j).1)
  have hrow : ∀ i, 0 ≤ ∑ j, D i j := fun i => Finset.sum_nonneg fun j _ => hnn i j
  have htot : 0 ≤ ∑ i, ∑ j, D i j := Finset.sum_nonneg fun i _ => hrow i
  refine ⟨by linarith, fun h i j hij => ?_, fun h => ?_⟩
  · have h0 : ∑ i, ∑ j, D i j = 0 := by linarith
    have h1 := (Finset.sum_eq_zero_iff_of_nonneg fun i _ => hrow i).1 h0 i (Finset.mem_univ i)
    have h2 := (Finset.sum_eq_zero_iff_of_nonneg fun j _ => hnn i j).1 h1 j (Finset.mem_univ j)
    rw [hD] at h2
    exact (ov i j).2.1 (sub_eq_zero.1 ((mul_eq_zero.1 h2).resolve_left hij))
  · have h0 : ∑ i, ∑ j, D i j = 0 := by
      refine Finset.sum_eq_zero fun i _ => Finset.sum_eq_zero fun j _ => ?_
      rw [hD]
      by_cases hij : T i j = 0
      · rw [hij, zero_mul]
      · rw [(ov i j).2.2 (h i j hij), sub_self, mul_zero]
    linarith

/-- On two sites with `T = [[1, -1], [-1, 1]]`, the densities `(1, 4)` and `(4, 1)` each have
kinetic energy one, while their sum has kinetic energy zero. -/
theorem weizsacker_strict_witness :
    weizsacker !![1, -1; -1, 1] ![1, 4] = 1 ∧ weizsacker !![1, -1; -1, 1] ![4, 1] = 1 ∧
      weizsacker !![1, -1; -1, 1] (![1, 4] + ![4, 1]) = 0 := by
  have h4 : √(4 : ℝ) = 2 := by
    rw [show (4 : ℝ) = 2 ^ 2 by norm_num]
    exact Real.sqrt_sq (by norm_num)
  have two : ∀ n : Fin 2 → ℝ,
      weizsacker !![1, -1; -1, 1] n = (√(n 0) - √(n 1)) ^ 2 := by
    intro n
    simp [weizsacker_eq_sum, Fin.sum_univ_two]
    ring
  refine ⟨?_, ?_, ?_⟩ <;> rw [two] <;> norm_num [h4]

end

end WeizsackerEmbedding
```

```lean
#print axioms WeizsackerEmbedding.orbital_ground_state
#print axioms WeizsackerEmbedding.embedding_potential
#print axioms WeizsackerEmbedding.weizsacker_subadditive
```

```
'WeizsackerEmbedding.orbital_ground_state' depends on axioms: [propext, Classical.choice, Quot.sound]
'WeizsackerEmbedding.embedding_potential' depends on axioms: [propext, Classical.choice, Quot.sound]
'WeizsackerEmbedding.weizsacker_subadditive' depends on axioms: [propext, Classical.choice, Quot.sound]
```

## Densities, orbitals and the kinetic energy

The sites form the finite type `ι`, and a density is a function `n : ι → ℝ`. No particle number is fixed: `orbital n` is $\sqrt n$, whose squared norm for $n\ge0$ is $N=\sum_i n_i$, so the normalised orbital is $\sqrt{n/N}$ when $N>0$. `weizsacker T n` is $T_W(n)$, the total kinetic energy of $N$ particles that all occupy this one orbital, not the energy per particle. The diagonal of $T$ is arbitrary.

What the file calls `kineticPotential` is

$$g_i(n)=\frac{(T\sqrt n)_i}{\sqrt{n_i}},$$

the functional derivative usually written $\delta T_W/\delta n_i$. It is not the Kohn-Sham potential, which differs from it by a sign and a constant.

## The gradient and the inverted potential

Let $\rho(t)$ be a path of densities with $\rho(t_0)=n>0$ and derivative $h$ at $t_0$. Then $\sqrt{\rho_i}$ has derivative $h_i/(2\sqrt{n_i})$, and the product rule gives

$$\frac{d}{dt}T_W(\rho)\Big|_{t_0}=\sum_{i,j}T_{ij}\left[\frac{h_i}{2\sqrt{n_i}}\sqrt{n_j}+\sqrt{n_i}\,\frac{h_j}{2\sqrt{n_j}}\right].$$

Exchanging $i$ and $j$ in the second term and using $T_{ij}=T_{ji}$ turns it into the first, so the derivative is $\sum_i g_i(n)h_i$. This is `weizsacker_hasDerivAt`; the exchange is the step `swap`. The theorem covers every path that is differentiable at $t_0$.

Row $i$ of the Kohn-Sham equation reads $(T\sqrt n)_i+v_i\sqrt{n_i}=\mu\sqrt{n_i}$. Dividing by $\sqrt{n_i}>0$ gives

$$v_i=\mu-g_i(n),$$

and multiplying back gives the converse. `kohnSham_iff` states this equivalence. The potential is thus fixed by the density up to the constant $\mu$, and $\mu=0$ gives $v=-g(n)$.

## Why the orbital is a ground state

An eigenvector could belong to an excited state. `orbital_ground_state` excludes this: for every trial vector $x$, $\langle x,(T+\mathrm{diag}\,v)x\rangle\ge\mu\langle x,x\rangle$. Inserting $v_i-\mu=-g_i(n)$ gives

$$\langle x,(T+\mathrm{diag}\,v)x\rangle-\mu\langle x,x\rangle=\sum_{i,j}F_{ij},\qquad F_{ij}=T_{ij}\left(x_ix_j-x_i^2\frac{\sqrt{n_j}}{\sqrt{n_i}}\right).$$

Each pair combines into a square:

$$F_{ij}+F_{ji}=-T_{ij}\sqrt{n_i}\sqrt{n_j}\left(\frac{x_i}{\sqrt{n_i}}-\frac{x_j}{\sqrt{n_j}}\right)^2.$$

For $i\ne j$ this is nonnegative because $T_{ij}\le0$; for $i=j$ the square vanishes. Summing over all $i,j$ counts the total twice, so the total is nonnegative. In the proof, `hsum` is the first identity, and `hpair` uses the second, named `e`, to show that $F_{ij}+F_{ji}\ge0$. The theorem does not say that the ground state is unique.

## The potential from the other fragment

For fragment densities $n^A$ and $n^B$, `nonadditive` is

$$T^{\mathrm{nad}}=T_W(n^A+n^B)-T_W(n^A)-T_W(n^B).$$

Vary $n^A$ with $n^B$ held fixed. The last term drops out, and the gradient is $g(n^A+n^B)-g(n^A)$. If $v^A,\mu^A$ belong to $n^A$ and $v,\mu$ to the total, inversion gives $g(n^A)=\mu^A-v^A$ and $g(n^A+n^B)=\mu-v$, hence

$$\frac{\partial T^{\mathrm{nad}}}{\partial n^A_i}=(v^A_i-\mu^A)-(v_i-\mu).$$

`embedding_potential` states this along a path, with $n^A$ written as `ρ t₀`, which must be positive, while $n^B$ need only be nonnegative. The potentials enter through the equations `hvA` and `hv`, and the proof subtracts two gradients and applies `kohnSham_iff` twice. When the variation conserves the particle number, $\sum_i h_i=0$ and the constants $\mu^A$ and $\mu$ have no effect.

In frozen-density embedding this derivative is the kinetic part of the embedding potential, and the formula is exact for noninteracting particles on a finite lattice that all share one orbital, which for electrons means at most two in the joined system. The step to a molecule with several occupied orbitals, where $T_W$ stands in for the full noninteracting kinetic energy, is an approximation that the hypotheses do not justify.

## Joining densities does not raise the von Weizsäcker energy

For nonnegative $a,b,c,d$, expanding the squares gives

$$(a+b)(c+d)=\left(\sqrt a\sqrt c+\sqrt b\sqrt d\right)^2+\left(\sqrt a\sqrt d-\sqrt b\sqrt c\right)^2.$$

Therefore $\sqrt a\sqrt c+\sqrt b\sqrt d\le\sqrt{a+b}\sqrt{c+d}$, with equality exactly when $ad=bc$. This is `orbital_overlap`. Take $a=n^A_i$, $b=n^B_i$, $c=n^A_j$, $d=n^B_j$. Then

$$T_W(n^A)+T_W(n^B)-T_W(n^A+n^B)=\sum_{i,j}D_{ij},$$

$$D_{ij}=T_{ij}\left(\sqrt{n^A_i}\sqrt{n^A_j}+\sqrt{n^B_i}\sqrt{n^B_j}-\sqrt{n^A_i+n^B_i}\sqrt{n^A_j+n^B_j}\right).$$

Off the diagonal both factors are nonpositive, and on the diagonal the bracket is zero, so every $D_{ij}\ge0$. Hence $T_W(n^A+n^B)\le T_W(n^A)+T_W(n^B)$. A sum of nonnegative terms vanishes only if each term does, so equality holds exactly when $n^A_in^B_j=n^B_in^A_j$ wherever $T_{ij}\ne0$. For positive densities, the ratio $n^A/n^B$ is then the same at both ends of every bond.

`weizsacker_subadditive` proves both statements for nonnegative densities, and does so without the symmetry of $T$. In its proof `gap` is the double sum and `hnn` the sign of each term.

`weizsacker_strict_witness` shows a strict case. With $T=\begin{pmatrix}1&-1\\-1&1\end{pmatrix}$ the energy is $(\sqrt{n_0}-\sqrt{n_1})^2$. The densities $(1,4)$ and $(4,1)$ each have energy $1$, while their sum $(5,5)$ is uniform and has energy $0$. Five particles in one orbital cannot be electrons, but $T_W$ scales linearly with the density. Dividing by $5$ leaves one electron in each fragment, with energy $1/5$, and two electrons of opposite spin in the joined system, with density $(1,1)$ and energy $0$.
